# Interchange theorem for coupled-perturbed density matrices: \(\operatorname{tr}(AY)=\operatorname{tr}(BX)\) for a symmetric response kernel

A mean-field property calculation often needs the first-order change of one expectation value, that of a one-electron operator \(A\), under many perturbations \(B_1,\dots,B_m\). Each \(B_k\) has a self-consistent first-order density matrix \(Y_k\), and the wanted numbers are \(\operatorname{tr}(AY_k)\). Instead of solving \(m\) coupled equations one can solve a single one, for the response \(X\) to \(A\), and evaluate \(\operatorname{tr}(B_kX)\). This replacement is exact for static perturbations in a fixed finite orthonormal basis, an idempotent reference density matrix, exactly solved response equations and a two-electron kernel that is symmetric under the trace pairing.

## The response equations

All operators are \(n\times n\) matrices. The index type is `n`, and the entries lie in a commutative ring `R`, in practice the real or complex numbers. No matrix is assumed Hermitian.

```lean
import Mathlib

open Matrix

namespace SelfConsistentInterchange

variable {n R : Type*} [Fintype n] [DecidableEq n] [CommRing R]
```

The commutator is \([A,B]=AB-BA\).

```lean
/-- The commutator `[A, B] = AB - BA`. -/
def comm (A B : Matrix n n R) : Matrix n n R := A * B - B * A
```

A single determinant with occupations 0 and 1 has a density matrix with \(P^2=P\). Let a perturbation of strength \(\lambda\) change it to \(P+\lambda X+\dots\). The term of order \(\lambda\) in \((P+\lambda X)^2=P+\lambda X\) is
\[ PX+XP=X . \]
A matrix with this property is called tangent at \(P\).

```lean
/-- `X` obeys the first-order idempotency condition `PX + XP = X` at the density matrix `P`. -/
def IsTangent (P X : Matrix n n R) : Prop := P * X + X * P = X
```

Self-consistency of the reference is \([F,P]=0\), with \(F\) the Fock or Kohn–Sham matrix. Adding \(\lambda A\) to the one-electron Hamiltonian changes \(F\) to \(F+\lambda\,(A+G(X))+\dots\), where \(G(X)\) is the change of the mean field caused by the density change \(X\). The term of order \(\lambda\) in the commutator of the perturbed \(F\) and \(P\) is the residual
\[ \mathcal R=[F,X]+[A+G(X),P], \]
and the coupled-perturbed equation is \(\mathcal R=0\). In Lean both first-order conditions are hypotheses; the expansion in \(\lambda\) only motivates them. In the definition of the residual the kernel `G` is an arbitrary function from matrices to matrices. Linearity is not stated as a separate hypothesis, but it follows from the symmetry condition introduced next.

```lean
/-- Residual `[F, X] + [A + G(X), P]` of the coupled-perturbed equation for the perturbation `A`
and the first-order density `X`. -/
def residual (F P : Matrix n n R) (G : Matrix n n R → Matrix n n R) (A X : Matrix n n R) :
    Matrix n n R := comm F X + comm (A + G X) P
```

The condition on the kernel is \(\operatorname{tr}(A\,G(B))=\operatorname{tr}(B\,G(A))\) for all matrices. It stands for the statement that \(G\) is the second derivative of an interaction energy with respect to the density matrix, so that the order of two density variations does not matter.

```lean
/-- The two-electron response kernel is symmetric: `tr(A G(B)) = tr(B G(A))`. -/
def IsSymmetricKernel (G : Matrix n n R → Matrix n n R) : Prop :=
  ∀ A B, trace (A * G B) = trace (B * G A)
```

The argument produces the expression
\[ H(X,Y)=\operatorname{tr}\big(F(1-2P)(XY+YX)\big)+\operatorname{tr}\big(Y\,G(X)\big). \]
For orientation, take a basis in which \(F\) and \(P\) are diagonal, with orbital energies \(\varepsilon_i\) for occupied and \(\varepsilon_a\) for virtual orbitals. For tangent \(X,Y\) the first term then reads \(\sum_{ia}(\varepsilon_a-\varepsilon_i)(X_{ai}Y_{ia}+X_{ia}Y_{ai})\), the familiar energy-difference part of the orbital Hessian.

```lean
/-- The Hessian form `tr(F (1 - 2P)(XY + YX)) + tr(Y G(X))`. -/
def hessian (F P : Matrix n n R) (G : Matrix n n R → Matrix n n R) (X Y : Matrix n n R) : R :=
  trace (F * ((1 - 2 * P) * (X * Y + Y * X))) + trace (Y * G X)
```

The concrete kernel is Coulomb plus scaled exchange,
\[ G(D)_{pq}=\sum_{rs}\big[(pq|rs)-c\,(ps|rq)\big]D_{sr}, \]
where `g p q r s` is the two-electron integral \((pq|rs)\) in chemists' notation. The constant \(c\) is the weight of exact exchange: \(c=1\) gives Hartree–Fock in spin orbitals and \(c=0\) the Hartree kernel. A density-functional exchange-correlation kernel is not part of this definition.

```lean
/-- Coulomb plus scaled exchange kernel
`G(D)_{pq} = ∑_{rs} ((pq|rs) - c (ps|rq)) D_{sr}` built from integrals `g p q r s = (pq|rs)`. -/
def hfKernel (g : n → n → n → n → R) (c : R) (D : Matrix n n R) : Matrix n n R :=
  Matrix.of fun p q => ∑ s, ∑ r, (g p q r s - c * g p s r q) * D s r
```

## Algebra of tangent matrices

Cyclicity of the trace gives \(\operatorname{tr}(BAC)=\operatorname{tr}(ACB)\), so
\[ \operatorname{tr}([A,B]C)=\operatorname{tr}(ABC)-\operatorname{tr}(ACB)=\operatorname{tr}(A[B,C]). \]
The `simp only` call expands both sides and `trace_mul_comm B` moves \(B\) to the end.

```lean
omit [DecidableEq n] in
/-- A commutator can be moved under the trace: `tr([A, B] C) = tr(A [B, C])`. -/
theorem trace_comm_mul (A B C : Matrix n n R) :
    trace (comm A B * C) = trace (A * comm B C) := by
  simp only [comm, Matrix.sub_mul, Matrix.mul_sub, trace_sub, Matrix.mul_assoc]
  rw [trace_mul_comm B, Matrix.mul_assoc]
```

Multiplying \(PY+YP=Y\) from the left by \(P\) gives \(P^2Y+PYP=PY\), and \(P^2=P\) leaves \(PYP=0\): a first-order density has no occupied-occupied block.

```lean
/-- A first-order density at an idempotent `P` has no occupied-occupied block: `PYP = 0`. -/
theorem tangent_occ_block {P Y : Matrix n n R} (hP : P * P = P) (hY : IsTangent P Y) :
    P * Y * P = 0 := by
  unfold IsTangent at hY
  linear_combination (norm := noncomm_ring) P * hY - hP * Y
```

This proof shows the device that carries the general matrix identities below. For a goal \(a=b\), `linear_combination` forms an equation \(l=r\) from the given combination of hypotheses and asks a normalising tactic to show \(a-b-(l-r)=0\). The term `P * hY` multiplies both sides of the tangency equation by \(P\) from the left, and `hP * Y` multiplies \(P^2=P\) by \(Y\) from the right, so the expression records exactly the two steps just made. The default normaliser `ring` works in commutative rings, and matrices of general size do not form one. With `(norm := noncomm_ring)` products are distributed and terms collected with the order of factors kept.

The double commutator follows from idempotency, \(PYP=0\) and tangency:
\[ [P,[P,Y]]=P^2Y-2PYP+YP^2=PY+YP=Y . \]
The term \(-2PYP\) appears in the combination as `- h0 - h0`.

```lean
/-- A first-order density at an idempotent `P` is reproduced by the double commutator:
`[P, [P, Y]] = Y`. -/
theorem tangent_double_comm {P Y : Matrix n n R} (hP : P * P = P) (hY : IsTangent P Y) :
    comm P (comm P Y) = Y := by
  have h0 := tangent_occ_block hP hY
  unfold IsTangent at hY
  unfold comm
  linear_combination (norm := noncomm_ring) hP * Y + Y * hP + hY - h0 - h0
```

## The residual paired with \([P,Y]\)

Let \(X\) and \(Y\) both be tangent. Expand
\[ [X,[P,Y]]=XPY-XYP-PYX+YPX . \]
From \(XP=X-PX\) comes \(XPY=XY-PXY\). From \(YP=Y-PY\) come \(YPX=YX-PYX\) and \(XYP=XY-XPY=PXY\). Collecting terms,
\[ [X,[P,Y]]=XY+YX-2PXY-2PYX=(1-2P)(XY+YX). \]
This is `h1`; the two uses of tangency of \(X\) are `hX * Y + hX * Y`, and the two of \(Y\) are `hY * X` and `X * hY`. Now move each commutator of the residual under the trace:
\[ \operatorname{tr}(\mathcal R\,[P,Y])=\operatorname{tr}\big(F[X,[P,Y]]\big)+\operatorname{tr}\big((A+G(X))[P,[P,Y]]\big)=\operatorname{tr}(AY)+H(X,Y). \]
The identity holds for any \(F\), \(G\) and \(A\), whether or not the residual vanishes.

```lean
/-- Pairing the residual with `[P, Y]` gives `tr(AY)` plus the Hessian form of `X` and `Y`. -/
theorem residual_pairing (F : Matrix n n R) (G : Matrix n n R → Matrix n n R)
    (A : Matrix n n R) {P X Y : Matrix n n R} (hP : P * P = P)
    (hX : IsTangent P X) (hY : IsTangent P Y) :
    trace (residual F P G A X * comm P Y) = trace (A * Y) + hessian F P G X Y := by
  -- the one-electron part is symmetric in X and Y
  have h1 : comm X (comm P Y) = (1 - 2 * P) * (X * Y + Y * X) := by
    unfold IsTangent at hX hY
    unfold comm
    rw [two_mul]
    linear_combination (norm := noncomm_ring) hY * X - X * hY + hX * Y + hX * Y
  unfold residual hessian
  rw [Matrix.add_mul, trace_add, trace_comm_mul F X, trace_comm_mul (A + G X) P, h1,
    tangent_double_comm hP hY, Matrix.add_mul A (G X) Y, trace_add, trace_mul_comm (G X) Y]
  ring
```

## Weak form of the coupled-perturbed equation

If \(FP=PF\), a tangent \(X\) has \(\mathcal R=0\) exactly when \(\operatorname{tr}(AY)+H(X,Y)=0\) for every tangent \(Y\). The forward direction is the pairing identity with \(\mathcal R=0\). For the converse, \(\mathcal R\) is itself tangent (`hR`). For any matrix \(M\),
\[ P[M,P]+[M,P]P=PMP-PM+MP-PMP=[M,P], \]
and \(FP=PF\) gives \(P[F,X]+[F,X]P=[F,PX+XP]=[F,X]\). Hence \([[\mathcal R,P],P]=[P,[P,\mathcal R]]=\mathcal R\), which is `e`. For an arbitrary matrix \(Z\) the commutator \([P,Z]\) is tangent by the same expansion, so it may serve as \(Y\):
\[ 0=\operatorname{tr}(\mathcal R\,[P,[P,Z]])=\operatorname{tr}([[\mathcal R,P],P]\,Z)=\operatorname{tr}(\mathcal RZ). \]
Taking for \(Z\) the matrix `Matrix.single j i (1 : R)`, with a single 1 in row \(j\) and column \(i\), extracts \(\mathcal R_{ij}=0\). The test matrices range over all tangent \(Y\), Hermitian or not. Among the general theorems, this converse is the one place where \(FP=PF\) is used.

```lean
/-- If `F` commutes with the idempotent `P`, a first-order density `X` solves the
coupled-perturbed equation for `A` exactly when `tr(AY)` plus the Hessian form of `X` and `Y`
vanishes for every first-order density `Y`. -/
theorem response_iff_weak (G : Matrix n n R → Matrix n n R) (A : Matrix n n R)
    {F P X : Matrix n n R} (hP : P * P = P) (hF : F * P = P * F) (hX : IsTangent P X) :
    residual F P G A X = 0 ↔
      ∀ Y, IsTangent P Y → trace (A * Y) + hessian F P G X Y = 0 := by
  constructor
  · intro h Y hY
    rw [← residual_pairing F G A hP hX hY, h, Matrix.zero_mul, trace_zero]
  · intro h
    -- the residual itself has only occupied-virtual blocks
    have hR : IsTangent P (residual F P G A X) := by
      unfold IsTangent at hX ⊢
      unfold residual comm
      linear_combination (norm := noncomm_ring)
        (A + G X) * hP - hP * (A + G X) + F * hX - hX * F - hF * X - X * hF
    have e : comm (comm (residual F P G A X) P) P = residual F P G A X := by
      have h2 := tangent_double_comm hP hR
      unfold comm at h2 ⊢
      linear_combination (norm := noncomm_ring) h2
    -- test with Y = [P, Z] for arbitrary Z
    have hZ : ∀ Z, trace (residual F P G A X * Z) = 0 := by
      intro Z
      have hY : IsTangent P (comm P Z) := by
        unfold IsTangent comm
        linear_combination (norm := noncomm_ring) hP * Z - Z * hP
      have h3 := residual_pairing F G A hP hX hY
      rw [h _ hY, ← trace_comm_mul, ← trace_comm_mul, e] at h3
      exact h3
    ext i j
    have h4 : trace (residual F P G A X * Matrix.single j i (1 : R))
        = residual F P G A X i j := by
      simp [Matrix.trace, Matrix.mul_apply, Matrix.single, ite_and]
    rw [← h4, hZ, Matrix.zero_apply]
```

## The interchange theorem

Let \(X\) solve the equation for \(A\), and \(Y\) the equation for \(B\). The pairing identity, applied once with \((A,X,Y)\) and once with \((B,Y,X)\), gives
\[ \operatorname{tr}(AY)+H(X,Y)=0,\qquad \operatorname{tr}(BX)+H(Y,X)=0 . \]
The \(F\) terms agree because \(XY+YX=YX+XY\), which is the `add_comm` rewrite. Subtraction leaves
\[ \operatorname{tr}(AY)-\operatorname{tr}(BX)=\operatorname{tr}(X\,G(Y))-\operatorname{tr}(Y\,G(X)) \]
for an arbitrary kernel. These are equations between scalars, so `linear_combination` runs with its default normaliser.

```lean
/-- For an arbitrary kernel `G` and responses `X` to `A` and `Y` to `B`,
`tr(AY) - tr(BX) = tr(X G(Y)) - tr(Y G(X))`. -/
theorem interchange_defect {G : Matrix n n R → Matrix n n R} {F P A B X Y : Matrix n n R}
    (hP : P * P = P) (hX : IsTangent P X) (hY : IsTangent P Y)
    (hA : residual F P G A X = 0) (hB : residual F P G B Y = 0) :
    trace (A * Y) - trace (B * X) = trace (X * G Y) - trace (Y * G X) := by
  have h1 := residual_pairing F G A hP hX hY
  have h2 := residual_pairing F G B hP hY hX
  rw [hA, Matrix.zero_mul, trace_zero] at h1
  rw [hB, Matrix.zero_mul, trace_zero] at h2
  unfold hessian at h1 h2
  rw [add_comm (Y * X) (X * Y)] at h2
  linear_combination h2 - h1
```

A symmetric kernel makes the right-hand side vanish. In words, `interchange` says: if \(P^2=P\) (`hP`), \(G\) is symmetric (`hG`), \(X\) and \(Y\) are tangent (`hX`, `hY`) and both residuals are zero (`hA`, `hB`), then \(\operatorname{tr}(AY)=\operatorname{tr}(BX)\). The symmetry enters only at the pair \(X,Y\), as `hG X Y`. The condition \(FP=PF\) is not among the hypotheses. Linearity of \(G\) is not listed either, but `hG` implies it: \(\operatorname{tr}(A\,G(B+cB'))=\operatorname{tr}((B+cB')\,G(A))=\operatorname{tr}(A\,G(B))+c\operatorname{tr}(A\,G(B'))\) for every matrix \(A\) and scalar \(c\), and matrices \(A\) with a single nonzero entry give \(G(B+cB')=G(B)+c\,G(B')\). The statement for a fully arbitrary kernel is `interchange_defect`.

```lean
/-- Self-consistent interchange theorem: for an idempotent `P`, a symmetric kernel `G` and
responses `X` to `A` and `Y` to `B`, one has `tr(AY) = tr(BX)`. -/
theorem interchange {G : Matrix n n R → Matrix n n R} {F P A B X Y : Matrix n n R}
    (hP : P * P = P) (hG : IsSymmetricKernel G) (hX : IsTangent P X) (hY : IsTangent P Y)
    (hA : residual F P G A X = 0) (hB : residual F P G B Y = 0) :
    trace (A * Y) = trace (B * X) := by
  linear_combination interchange_defect hP hX hY hA hB + hG X Y
```

The theorem takes the responses as given. It says nothing on their existence or uniqueness, and if an equation has several solutions the equality holds for every choice. It does not cover fractional occupations, frequency-dependent response, an overlap matrix, or perturbations that move the basis functions. Within these limits, taking \(A\) and \(B\) as two components of the dipole operator gives the symmetry of the static mean-field polarizability tensor.

## Symmetry of the Coulomb and exchange kernel

Written out with indices,
\[ \operatorname{tr}(A\,G(B))=\sum_{pqrs}A_{qp}\big[(pq|rs)-c\,(ps|rq)\big]B_{sr},\qquad \operatorname{tr}(B\,G(A))=\sum_{pqrs}B_{sr}\big[(rs|pq)-c\,(rq|ps)\big]A_{qp}. \]
The hypothesis `hg`, \((pq|rs)=(rs|pq)\), expresses the relabelling of the two electrons in a symmetric pair interaction and does not require real orbitals. It matches the Coulomb terms directly and the exchange terms in the form \((ps|rq)=(rq|ps)\). In `key` the pairs are `x` \(=(q,p)\) and `y` \(=(s,r)\), and `Finset.sum_comm` exchanges the two sums.

```lean
omit [DecidableEq n] in
/-- The Coulomb plus scaled exchange kernel is symmetric when `(pq|rs) = (rs|pq)`. -/
theorem hfKernel_symmetric (g : n → n → n → n → R) (c : R)
    (hg : ∀ p q r s, g p q r s = g r s p q) : IsSymmetricKernel (hfKernel g c) := by
  have key : ∀ A B : Matrix n n R, trace (A * hfKernel g c B) =
      ∑ x : n × n, ∑ y : n × n,
        A x.1 x.2 * ((g x.2 x.1 y.2 y.1 - c * g x.2 y.1 y.2 x.1) * B y.1 y.2) := by
    intro A B
    simp only [Matrix.trace, Matrix.diag_apply, Matrix.mul_apply, hfKernel, Matrix.of_apply,
      Finset.mul_sum, Fintype.sum_prod_type]
  intro A B
  -- exchange the two index pairs
  rw [key, key, Finset.sum_comm]
  refine Finset.sum_congr rfl fun y _ => Finset.sum_congr rfl fun x _ => ?_
  rw [hg x.2 x.1 y.2 y.1, hg x.2 y.1 y.2 x.1]
  ring
```

## One, two and three orbitals

The cases of one and two orbitals are worked out here in prose only; the three-orbital example is proved in Lean. With one orbital over a field, \(P\) is 0 or 1, tangency forces \(X=Y=0\), and both traces vanish. With two orbitals, one occupied, take a gap \(\Delta\), the model kernel \(G(D)=kD\) with a number \(k\), chosen for simple arithmetic and not computed from two-electron integrals, and real symmetric matrices whose occupied-virtual elements are \(\alpha,\beta,x,y\) for \(A,B,X,Y\). The equations are \((\Delta+k)x+\alpha=0\) and \((\Delta+k)y+\beta=0\), so for \(\Delta+k\neq0\) both traces equal \(-2\alpha\beta/(\Delta+k)\). There the two responses are proportional.

Three orbitals allow independent real symmetric responses. Orbital 0 is occupied, \(F=\operatorname{diag}(0,1,2)\) and the model kernel is \(G(D)=D\), again not derived from two-electron integrals, whose symmetry is `trace_mul_comm`. For the virtual orbitals \(a=1,2\) the equation reads \(\varepsilon_aX_{a0}+A_{a0}+X_{a0}=0\). The perturbation \(A_{10}=-2\), \(A_{20}=0\) gives \(X_{10}=1\), \(X_{20}=0\), and \(B_{10}=-2\), \(B_{20}=-3\) gives \(Y_{10}=Y_{20}=1\). Then \(\operatorname{tr}(AY)=2A_{10}Y_{10}=-4\) and \(\operatorname{tr}(BX)=2B_{10}X_{10}=-4\). Each matrix equation is verified entry by entry with `fin_cases` and `simp`, followed by `norm_num` for the two residuals.

```lean
/-- Three orbitals, one occupied, `F = diag(0, 1, 2)` and `G(D) = D`: two explicit responses
meet all conditions, with `tr(AY) = tr(BX) = -4`. -/
theorem interchange_witness :
    let F : Matrix (Fin 3) (Fin 3) ℝ := !![0, 0, 0; 0, 1, 0; 0, 0, 2]
    let P : Matrix (Fin 3) (Fin 3) ℝ := !![1, 0, 0; 0, 0, 0; 0, 0, 0]
    let A : Matrix (Fin 3) (Fin 3) ℝ := !![0, -2, 0; -2, 0, 0; 0, 0, 0]
    let B : Matrix (Fin 3) (Fin 3) ℝ := !![0, -2, -3; -2, 0, 0; -3, 0, 0]
    let X : Matrix (Fin 3) (Fin 3) ℝ := !![0, 1, 0; 1, 0, 0; 0, 0, 0]
    let Y : Matrix (Fin 3) (Fin 3) ℝ := !![0, 1, 1; 1, 0, 0; 1, 0, 0]
    P * P = P ∧ F * P = P * F ∧
      IsSymmetricKernel (fun D : Matrix (Fin 3) (Fin 3) ℝ => D) ∧
      IsTangent P X ∧ IsTangent P Y ∧
      residual F P (fun D => D) A X = 0 ∧ residual F P (fun D => D) B Y = 0 ∧
      trace (A * Y) = -4 ∧ trace (B * X) = -4 := by
  intro F P A B X Y
  refine ⟨?_, ?_, fun C D => trace_mul_comm C D, ?_, ?_, ?_, ?_, ?_, ?_⟩
  · ext i j
    fin_cases i <;> fin_cases j <;> simp [P, Matrix.mul_apply, Fin.sum_univ_succ]
  · ext i j
    fin_cases i <;> fin_cases j <;> simp [F, P, Matrix.mul_apply, Fin.sum_univ_succ]
  · unfold IsTangent
    ext i j
    fin_cases i <;> fin_cases j <;> simp [P, X]
  · unfold IsTangent
    ext i j
    fin_cases i <;> fin_cases j <;> simp [P, Y]
  · ext i j
    fin_cases i <;> fin_cases j <;>
      simp [residual, comm, F, P, A, X] <;> norm_num
  · ext i j
    fin_cases i <;> fin_cases j <;>
      simp [residual, comm, F, P, B, Y, Matrix.mul_apply, Fin.sum_univ_succ] <;> norm_num
  · simp [A, Y, Matrix.trace_fin_three, Matrix.mul_apply, Fin.sum_univ_succ] <;> norm_num
  · simp [B, X, Matrix.trace_fin_three, Matrix.mul_apply, Fin.sum_univ_succ] <;> norm_num

end SelfConsistentInterchange
```

```lean
#print axioms SelfConsistentInterchange.response_iff_weak
#print axioms SelfConsistentInterchange.interchange
#print axioms SelfConsistentInterchange.hfKernel_symmetric
```

```
'SelfConsistentInterchange.response_iff_weak' depends on axioms: [propext, Classical.choice, Quot.sound]
'SelfConsistentInterchange.interchange' depends on axioms: [propext, Classical.choice, Quot.sound]
'SelfConsistentInterchange.hfKernel_symmetric' depends on axioms: [propext, Classical.choice, Quot.sound]
```
